# Deleting one orthonormal basis function interlaces the eigenvalues of a Hermitian matrix

Let $A$ be the Hermitian matrix of a fixed one-electron Hamiltonian in $n+1$ orthonormal basis functions, with orbital energies $a_0\le a_1\le\dots\le a_n$. Delete basis function $k$, that is, row $k$ and column $k$. The orbital energies $b_0\le\dots\le b_{n-1}$ of the remaining matrix satisfy

$$a_j\le b_j\le a_{j+1},\qquad 0\le j<n .$$

Compared index by index, removing a basis function never lowers an orbital energy, and it raises none past the next old level. For a finite basis and a fixed one-electron matrix, this bounds how far each level can move when the basis is cut.

In the smallest case with a level left, $n=1$, a $2\times2$ Hermitian matrix loses one function, and the remaining diagonal element lies between the two eigenvalues.

```lean
import Mathlib

open Matrix

namespace BasisTruncation

noncomputable section

variable {n m : ℕ} {A : Matrix (Fin n) (Fin n) ℂ}
```

## Hermiticity: real energies and a complete set of orbitals

Physically, $A$ represents an observable. This gives real energies $a_l$ and orthonormal orbitals $\phi_l$ with $A\phi_l=a_l\phi_l$ and $\sum_l\phi_l\phi_l^\dagger=1$.

In Lean, `orbitalEnergy hA j` is the $j$-th eigenvalue in ascending order, counted with multiplicity and numbered from zero. The name refers to any Hermitian matrix; no electrons or occupations enter. The argument `hA` is the proof of Hermiticity.

```lean
/-- The orbital energies of a Hermitian matrix: its eigenvalues, counted with multiplicity,
in ascending order. -/
def orbitalEnergy (hA : A.IsHermitian) (j : Fin n) : ℝ :=
  hA.eigenvalues (Tuple.sort hA.eigenvalues j)

/-- The orbitals of a Hermitian matrix: orthonormal eigenvectors, listed in the order of the
orbital energies. -/
def orbital (hA : A.IsHermitian) (j : Fin n) : Fin n → ℂ :=
  (hA.eigenvectorBasis (Tuple.sort hA.eigenvalues j)).ofLp

/-- The orbital energies of a Hermitian matrix ascend with the index. -/
theorem orbitalEnergy_monotone (hA : A.IsHermitian) : Monotone (orbitalEnergy hA) :=
  Tuple.monotone_sort hA.eigenvalues

/-- Each orbital of a Hermitian matrix solves the eigenvalue equation with its orbital energy. -/
theorem mulVec_orbital (hA : A.IsHermitian) (j : Fin n) :
    A *ᵥ orbital hA j = (orbitalEnergy hA j : ℂ) • orbital hA j := by
  have h := hA.mulVec_eigenvectorBasis (Tuple.sort hA.eigenvalues j)
  refine h.trans ?_
  ext i
  simp [orbital, orbitalEnergy]
```

In the code, `star x ⬝ᵥ y` is $x^\dagger y$ and `A *ᵥ x` is $Ax$. Completeness comes from Mathlib's orthonormal eigenvector basis, since sorting only permutes the terms of the sum.

```lean
/-- The orbitals of a Hermitian matrix are complete: inserting the sum of their projectors
leaves every overlap unchanged. -/
theorem orbital_completeness (hA : A.IsHermitian) (x y : Fin n → ℂ) :
    ∑ j, (star x ⬝ᵥ orbital hA j) * (star (orbital hA j) ⬝ᵥ y) = star x ⬝ᵥ y := by
  have inner' : ∀ a b : EuclideanSpace ℂ (Fin n),
      inner ℂ a b = star a.ofLp ⬝ᵥ b.ofLp := fun a b => by
    rw [EuclideanSpace.inner_eq_star_dotProduct, dotProduct_comm]
  have h := hA.eigenvectorBasis.sum_inner_mul_inner (WithLp.toLp 2 x) (WithLp.toLp 2 y)
  simp only [inner'] at h
  -- sorting only permutes the terms of the sum
  exact (Equiv.sum_comp (Tuple.sort hA.eigenvalues) (fun i =>
    (star x ⬝ᵥ (hA.eigenvectorBasis i).ofLp) *
      (star (hA.eigenvectorBasis i).ofLp ⬝ᵥ y))).trans h
```

For a vector $x$, put $c_l=\phi_l^\dagger x$. Inserting completeness gives $x^\dagger x=\sum_l|c_l|^2$. Hermiticity lets $A$ act to the left, $\phi_l^\dagger Ax=(A\phi_l)^\dagger x=a_lc_l$, so

$$x^\dagger Ax=\sum_l (x^\dagger\phi_l)(\phi_l^\dagger Ax)=\sum_l a_l|c_l|^2 .$$

The step to the left is `hl` in the next proof.

```lean
/-- For a Hermitian matrix, the squared norm of a vector is the sum of its orbital weights, and
its energy expectation is the sum of the orbital energies times these weights. -/
theorem energy_expansion (hA : A.IsHermitian) (x : Fin n → ℂ) :
    star x ⬝ᵥ x = ((∑ j, ‖star (orbital hA j) ⬝ᵥ x‖ ^ 2 : ℝ) : ℂ) ∧
    star x ⬝ᵥ (A *ᵥ x) =
      ((∑ j, orbitalEnergy hA j * ‖star (orbital hA j) ⬝ᵥ x‖ ^ 2 : ℝ) : ℂ) := by
  have hz : ∀ z : ℂ, ((‖z‖ ^ 2 : ℝ) : ℂ) = star z * z := fun z => by
    rw [Complex.ofReal_pow]
    exact (Complex.conj_mul' z).symm
  -- a Hermitian matrix acts to the left on an orbital with the same energy
  have hl : ∀ j, star (orbital hA j) ⬝ᵥ (A *ᵥ x) =
      (orbitalEnergy hA j : ℂ) * (star (orbital hA j) ⬝ᵥ x) := fun j => by
    have h := Matrix.star_mulVec A (orbital hA j)
    rw [hA.eq, mulVec_orbital] at h
    rw [Matrix.dotProduct_mulVec, ← h, star_smul, smul_dotProduct]
    simp
  constructor
  · rw [← orbital_completeness hA x x, Complex.ofReal_sum]
    refine Finset.sum_congr rfl fun j _ => ?_
    rw [hz, Matrix.star_dotProduct x (orbital hA j)]
  · rw [← orbital_completeness hA x (A *ᵥ x), Complex.ofReal_sum]
    refine Finset.sum_congr rfl fun j _ => ?_
    rw [hl, Complex.ofReal_mul, hz, Matrix.star_dotProduct x (orbital hA j)]
    ring
```

Now fix an energy $e$. If $c_l=0$ whenever $a_l<e$, then every term obeys $a_l|c_l|^2\ge e|c_l|^2$, and summing gives $x^\dagger Ax\ge e\,x^\dagger x$. If $c_l=0$ whenever $a_l>e$, the inequality is reversed. The proof compares the sums term by term, with a case distinction on whether the level lies on the excluded side of $e$. The vector need not be normalised; for a nonzero $x$, the mean energy is $x^\dagger Ax/x^\dagger x$.

```lean
/-- For a Hermitian matrix, a vector without components on orbitals below the energy `e` has
energy expectation at least `e` times its squared norm; without components above `e`, at most. -/
theorem energy_bounds (hA : A.IsHermitian) (x : Fin n → ℂ) (e : ℝ) :
    ((∀ l, orbitalEnergy hA l < e → star (orbital hA l) ⬝ᵥ x = 0) →
      e * (star x ⬝ᵥ x).re ≤ (star x ⬝ᵥ (A *ᵥ x)).re) ∧
    ((∀ l, e < orbitalEnergy hA l → star (orbital hA l) ⬝ᵥ x = 0) →
      (star x ⬝ᵥ (A *ᵥ x)).re ≤ e * (star x ⬝ᵥ x).re) := by
  obtain ⟨h1, h2⟩ := energy_expansion hA x
  rw [h2, h1, Complex.ofReal_re, Complex.ofReal_re, Finset.mul_sum]
  constructor <;> intro h <;> refine Finset.sum_le_sum fun l _ => ?_
  · by_cases hl : orbitalEnergy hA l < e
    · simp [h l hl]
    · exact mul_le_mul_of_nonneg_right (not_lt.1 hl) (sq_nonneg _)
  · by_cases hl : e < orbitalEnergy hA l
    · simp [h l hl]
    · exact mul_le_mul_of_nonneg_right (not_lt.1 hl) (sq_nonneg _)
```

Real eigenvalues alone would not be enough for interlacing. The matrix $\begin{pmatrix}2&2\\-2&-2\end{pmatrix}$ has the double eigenvalue $0$, yet deleting its first row and column leaves $-2$.

## Fewer conditions than coefficients

To compare two spectra, one vector must avoid unwanted orbitals of both matrices. Each avoided orbital is one homogeneous linear equation for the $m$ coefficients $y$ of a trial vector in the truncated basis. With fewer than $m$ equations, a nonzero solution remains.

In `exists_trial_vector`, the set `S` labels conditions on $y$ itself, and `T` labels conditions on its image $Vy$ in the full space. The hypothesis `hST` says that there are fewer than $m$ in total. The map `f` sends $y$ to all the overlaps. If only $y=0$ met the conditions, `f` would be injective and would embed $m$ dimensions into fewer.

```lean
/-- Fewer than `m` orthogonality conditions, some on a vector of `m` coefficients and some on
its image under `V`, are met by a nonzero vector. -/
theorem exists_trial_vector (V : Matrix (Fin n) (Fin m) ℂ) (w : Fin m → Fin m → ℂ)
    (u : Fin n → Fin n → ℂ) (S : Finset (Fin m)) (T : Finset (Fin n))
    (hST : S.card + T.card < m) :
    ∃ y : Fin m → ℂ, y ≠ 0 ∧ (∀ i ∈ S, star (w i) ⬝ᵥ y = 0) ∧
      ∀ l ∈ T, star (u l) ⬝ᵥ (V *ᵥ y) = 0 := by
  let f : (Fin m → ℂ) →ₗ[ℂ] (S → ℂ) × (T → ℂ) :=
    { toFun := fun y => (fun i => star (w i) ⬝ᵥ y, fun l => star (u l) ⬝ᵥ (V *ᵥ y))
      map_add' := fun y z => by
        ext <;> simp [dotProduct_add, Matrix.mulVec_add]
      map_smul' := fun c y => by
        ext <;> simp [dotProduct_smul, Matrix.mulVec_smul] }
  by_contra hcon
  -- otherwise the conditions would embed m dimensions into fewer
  have inj : Function.Injective f := (injective_iff_map_eq_zero f).2 fun y hy =>
    by_contra fun hne => hcon ⟨y, hne,
      fun i hi => congrFun (congrArg Prod.fst hy) ⟨i, hi⟩,
      fun l hl => congrFun (congrArg Prod.snd hy) ⟨l, hl⟩⟩
  have h := LinearMap.finrank_le_finrank_of_injective inj
  simp only [Module.finrank_prod, Module.finrank_fintype_fun_eq_card, Fintype.card_coe,
    Fintype.card_fin] at h
  omega
```

With as many conditions as coefficients the conclusion can fail: for $m=1$, the single condition $y=0$ leaves nothing.

## Orthonormal retained functions and an unchanged Hamiltonian

The general truncation keeps an $m$-dimensional subspace of an $n$-dimensional space; here $n$ is the full dimension, which was $n+1$ above. The columns of $V$ are the retained functions. Hypothesis `hV`, $V^\dagger V=1$, says that they are orthonormal, and `hBV`, $B=V^\dagger AV$, says that the Hamiltonian is the old one projected onto their span. Hermiticity of $B$ follows from this, but is passed as `hB` because `orbitalEnergy` needs it as an argument.

The two hypotheses carry norms and energies across:

$$(Vy)^\dagger(Vy)=y^\dagger V^\dagger Vy=y^\dagger y,\qquad (Vy)^\dagger A(Vy)=y^\dagger By .$$

These are `hN` and `hE` in the proof. Let $\chi_l$ be the orbitals of $B$, with energies $b_l$.

**Lower bound, for $i\le j$.** Require $\chi_l^\dagger y=0$ for $l>j$ and $\phi_l^\dagger Vy=0$ for $l<i$. These are $(m-1-j)+i\le m-1$ conditions, so a nonzero $y$ exists. It has no component above $b_j$ in the truncated problem, and $Vy$ has none below $a_i$ in the full one. Hence

$$a_i\,y^\dagger y\le (Vy)^\dagger A(Vy)=y^\dagger By\le b_j\,y^\dagger y ,$$

and division by $y^\dagger y>0$ gives $a_i\le b_j$.

**Upper bound, for $j+n\le i+m$.** Require $\chi_l^\dagger y=0$ for $l<j$ and $\phi_l^\dagger Vy=0$ for $l>i$. These are $j+(n-1-i)\le m-1$ conditions. The same comparison now reads

$$b_j\,y^\dagger y\le y^\dagger By=(Vy)^\dagger A(Vy)\le a_i\,y^\dagger y ,$$

so $b_j\le a_i$.

The Lean proof takes the two cases in this order. `Finset.Ioi j` is the set of indices above $j$, and `Finset.Iio i` the set below $i$. The conditions are chosen by index while `energy_bounds` asks about energies; monotonicity connects them, since $a_l<a_i$ forces $l<i$ even when levels are degenerate. Positivity of the norm is `hpos`.

```lean
/-- Truncation to `m` orthonormal basis vectors, the columns of `V`, in dimension `n`: level `j`
of the truncated Hermitian matrix lies at or above every original level `i ≤ j`, and at or below
every original level `i` with `j + n ≤ i + m`. -/
theorem truncation_bounds (hA : A.IsHermitian) {B : Matrix (Fin m) (Fin m) ℂ}
    (hB : B.IsHermitian) (V : Matrix (Fin n) (Fin m) ℂ) (hV : Vᴴ * V = 1)
    (hBV : B = Vᴴ * A * V) (i : Fin n) (j : Fin m) :
    ((i : ℕ) ≤ j → orbitalEnergy hA i ≤ orbitalEnergy hB j) ∧
    ((j : ℕ) + n ≤ i + m → orbitalEnergy hB j ≤ orbitalEnergy hA i) := by
  have hi := i.isLt
  have hj := j.isLt
  have hpos : ∀ y : Fin m → ℂ, y ≠ 0 → 0 < (star y ⬝ᵥ y).re := fun y hy => by
    obtain ⟨k, hk⟩ := Function.ne_iff.1 hy
    have h : (star y ⬝ᵥ y).re = ∑ l, Complex.normSq (y l) := by
      rw [dotProduct, Complex.re_sum]
      refine Finset.sum_congr rfl fun l _ => ?_
      simp [Complex.normSq_apply]
    rw [h]
    exact Finset.sum_pos' (fun l _ => Complex.normSq_nonneg _)
      ⟨k, Finset.mem_univ k, Complex.normSq_pos.2 hk⟩
  -- V preserves norms and carries the energy of B to that of A
  have hN : ∀ y, star (V *ᵥ y) ⬝ᵥ (V *ᵥ y) = star y ⬝ᵥ y := fun y => by
    rw [Matrix.star_mulVec, ← Matrix.dotProduct_mulVec, Matrix.mulVec_mulVec, hV,
      Matrix.one_mulVec]
  have hE : ∀ y, star (V *ᵥ y) ⬝ᵥ (A *ᵥ (V *ᵥ y)) = star y ⬝ᵥ (B *ᵥ y) := fun y => by
    rw [Matrix.star_mulVec, ← Matrix.dotProduct_mulVec, hBV]
    simp only [Matrix.mulVec_mulVec, Matrix.mul_assoc]
  constructor <;> intro hij
  · obtain ⟨y, hy, hS, hT⟩ := exists_trial_vector V (orbital hB) (orbital hA)
      (Finset.Ioi j) (Finset.Iio i) (by rw [Fin.card_Ioi, Fin.card_Iio]; omega)
    have h1 := (energy_bounds hA (V *ᵥ y) (orbitalEnergy hA i)).1 fun l hl =>
      hT l (Finset.mem_Iio.2 ((orbitalEnergy_monotone hA).reflect_lt hl))
    have h2 := (energy_bounds hB y (orbitalEnergy hB j)).2 fun l hl =>
      hS l (Finset.mem_Ioi.2 ((orbitalEnergy_monotone hB).reflect_lt hl))
    rw [hN, hE] at h1
    exact le_of_mul_le_mul_right (h1.trans h2) (hpos y hy)
  · obtain ⟨y, hy, hS, hT⟩ := exists_trial_vector V (orbital hB) (orbital hA)
      (Finset.Iio j) (Finset.Ioi i) (by rw [Fin.card_Ioi, Fin.card_Iio]; omega)
    have h1 := (energy_bounds hA (V *ᵥ y) (orbitalEnergy hA i)).2 fun l hl =>
      hT l (Finset.mem_Ioi.2 ((orbitalEnergy_monotone hA).reflect_lt hl))
    have h2 := (energy_bounds hB y (orbitalEnergy hB j)).1 fun l hl =>
      hS l (Finset.mem_Iio.2 ((orbitalEnergy_monotone hB).reflect_lt hl))
    rw [hN, hE] at h1
    exact le_of_mul_le_mul_right (h2.trans h1) (hpos y hy)
```

Normalised but overlapping functions can violate the conclusion. Take $A=1$ in two dimensions and two real unit vectors with overlap $0<s<1$. Then $B=\begin{pmatrix}1&s\\s&1\end{pmatrix}$ has the eigenvalue $1-s$, below every level of $A$. For atomic orbitals with overlap, the theorem therefore applies after orthonormal bases have been chosen for both the full and the retained span, with $A$ written in the first and the columns of $V$ giving the second.

The index conditions matter too. Deleting the first function from $\mathrm{diag}(0,1)$ gives $b_0=1>a_0$, so the upper bound has to refer to a higher old level.

A self-consistent calculation adds a step that the hypotheses do not cover, reconvergence. A Fock matrix depends on its own occupied orbitals, so after a basis function is removed and the equations are solved again, the new Fock matrix is in general not $V^\dagger AV$ with the old $A$. The inequalities compare levels before any such update.

## The same index removed from rows and columns

Removing a basis function deletes it from both sides of every matrix element. The matching $V$ is the identity matrix without column $k$: its columns are the remaining unit vectors, which are orthonormal, and $V^\dagger AV$ selects the remaining entries of $A$. In Lean, `k.succAbove` numbers the remaining indices by skipping $k$, and `deletion_witness` checks both identities entry by entry.

```lean
/-- The identity matrix without column `k` has orthonormal columns, and compressing a matrix
with it deletes row `k` and column `k`. -/
theorem deletion_witness (A : Matrix (Fin (n + 1)) (Fin (n + 1)) ℂ) (k : Fin (n + 1)) :
    let V := (1 : Matrix (Fin (n + 1)) (Fin (n + 1)) ℂ).submatrix id k.succAbove
    Vᴴ * V = 1 ∧ A.submatrix k.succAbove k.succAbove = Vᴴ * A * V := by
  intro V
  have hV : Vᴴ = (1 : Matrix (Fin (n + 1)) (Fin (n + 1)) ℂ).submatrix k.succAbove id := by
    rw [Matrix.conjTranspose_submatrix, Matrix.conjTranspose_one]
  rw [hV]
  constructor <;> ext i j <;> simp [V, Matrix.mul_apply, Matrix.one_apply]
```

The full dimension is again $n+1$, and $n$ functions remain. The lower bound with $i=j$ gives $a_j\le b_j$. The upper bound requires $j+(n+1)\le i+n$, so $i=j+1$ is allowed and gives $b_j\le a_{j+1}$. In the statement, `j.castSucc` is the number $j$ read as an index of the larger matrix, and `j.succ` is $j+1$. For $n=0$ no level remains and there is nothing to check.

```lean
/-- Cauchy interlacing: when one basis function is deleted from a Hermitian matrix, each new
orbital energy lies between the old one with the same index and the next old one. -/
theorem cauchy_interlacing {A : Matrix (Fin (n + 1)) (Fin (n + 1)) ℂ} (hA : A.IsHermitian)
    (k : Fin (n + 1)) (j : Fin n) :
    orbitalEnergy hA j.castSucc ≤ orbitalEnergy (hA.submatrix k.succAbove) j ∧
    orbitalEnergy (hA.submatrix k.succAbove) j ≤ orbitalEnergy hA j.succ := by
  obtain ⟨hV, hB⟩ := deletion_witness A k
  constructor
  · exact (truncation_bounds hA (hA.submatrix k.succAbove) _ hV hB j.castSucc j).1 (by simp)
  · exact (truncation_bounds hA (hA.submatrix k.succAbove) _ hV hB j.succ j).2
      (by rw [Fin.val_succ]; omega)
```

If the deleted row and column have different indices, the result need not be Hermitian: $\begin{pmatrix}0&-i\\i&0\end{pmatrix}$ without row $0$ and column $1$ leaves the single element $i$, which is not real.

## Two coinciding levels

The last hypothesis, `hdeg`, is a degeneracy $a_j=a_{j+1}$, as symmetry often produces. Interlacing then squeezes the new level: $a_j\le b_j\le a_{j+1}=a_j$, so $b_j=a_j$. Whichever single basis function is deleted, the degenerate energy remains in the spectrum, even if the deletion breaks the symmetry. The proof combines the two inequalities with `hdeg`.

```lean
/-- If two consecutive orbital energies of a Hermitian matrix coincide, their common value is
still an orbital energy after any one basis function is deleted. -/
theorem degenerate_level_survives {A : Matrix (Fin (n + 1)) (Fin (n + 1)) ℂ}
    (hA : A.IsHermitian) (k : Fin (n + 1)) (j : Fin n)
    (hdeg : orbitalEnergy hA j.castSucc = orbitalEnergy hA j.succ) :
    orbitalEnergy (hA.submatrix k.succAbove) j = orbitalEnergy hA j.castSucc := by
  obtain ⟨h1, h2⟩ := cauchy_interlacing hA k j
  linarith

end

end BasisTruncation
```

Without degeneracy a level can disappear. The matrix $\begin{pmatrix}0&1\\1&0\end{pmatrix}$ has energies $-1$ and $1$, and deleting either function leaves only $0$.

```lean
#print axioms BasisTruncation.cauchy_interlacing
#print axioms BasisTruncation.degenerate_level_survives
```

```
'BasisTruncation.cauchy_interlacing' depends on axioms: [propext, Classical.choice, Quot.sound]
'BasisTruncation.degenerate_level_survives' depends on axioms: [propext, Classical.choice, Quot.sound]
```
